# With system size taken to infinity first, the magnetization of symmetric convex pressures in a vanishing positive field is the right derivative of the limiting pressure at zero field

A finite magnet is represented here by its pressure alone, and not by a Hamiltonian. The pressure is the logarithm of the partition function per site, \(p(h)=\frac1n\log Z_n(h)\) for \(n\) sites, as a function of a real field \(h\) measured in thermal units, so that \(h\) is the field energy per spin divided by \(k_BT\). The magnetization per site is a second function \(\mu\), tied to the first by \(\mu(h)=p'(h)\).

Three properties of \(p\) are postulated, and each stands for a piece of physics:

- Convexity expresses a non-negative susceptibility: for classical spins, \(p''\) is the variance of the total magnetization divided by the number of sites.
- Evenness, \(p(-h)=p(h)\), is the symmetry under flipping all spins together with the field.
- Differentiability holds, for example, for finitely many Ising spins, because their partition function is a finite sum of exponentials in \(h\) with positive coefficients.

```lean
import Mathlib

open Filter Topology Set

namespace SpontaneousOrder

noncomputable section
```

The structure `IsSymmetricPressure p μ` collects these properties. `ConvexOn ℝ univ p` is convexity on the whole field axis. The component `deriv` uses `HasDerivAt`, which says that the derivative exists at every \(h\) and equals \(\mu(h)\), so the magnetization is always a true slope of the pressure.

```lean
/-- A pressure `p` (log partition function per site) as a function of the field is convex,
even under field reversal, and has the magnetization `μ` as its derivative. -/
structure IsSymmetricPressure (p μ : ℝ → ℝ) : Prop where
  convex : ConvexOn ℝ univ p
  even : ∀ h, p (-h) = p h
  deriv : ∀ h, HasDerivAt p (μ h) h
```

## Field reversal makes the magnetization odd

Differentiate both sides of \(p(x)=p(-x)\) at \(x=-h\). The left side gives \(\mu(-h)\), and the chain rule on the right gives \(-\mu(h)\). Hence

\[
\mu(-h)=-\mu(h),\qquad\text{and at } h=0:\quad \mu(0)=-\mu(0)=0 .
\]

The Lean proof composes \(p\) with negation, uses evenness to identify the composite with \(p\) itself, and concludes by uniqueness of the derivative.

```lean
/-- The magnetization changes sign when the field is reversed. -/
theorem magnetization_odd {p μ : ℝ → ℝ} (hp : IsSymmetricPressure p μ) (h : ℝ) :
    μ (-h) = -μ h := by
  have h1 : HasDerivAt p (μ h) (-(-h)) := by
    rw [neg_neg]
    exact hp.deriv h
  have h2 := h1.comp (-h) (hasDerivAt_neg (-h))
  have h3 : HasDerivAt p (μ h * -1) (-h) := by
    refine h2.congr_of_eventuallyEq (Eventually.of_forall fun x => ?_)
    exact (hp.even x).symm
  have h4 := (hp.deriv (-h)).unique h3
  linarith
```

## Convexity traps the magnetization between two secant slopes

A convex differentiable function lies above its tangents. To see this, take \(0<t\le 1\) in the convexity inequality

\[
p(h+t(x-h))\le (1-t)\,p(h)+t\,p(x),
\]

subtract \(p(h)\), divide by \(t\) and let \(t\downarrow0\). The result is

\[
p(x)\ge p(h)+\mu(h)\,(x-h).
\]

For \(h>0\), setting \(x=0\) gives \(h\,\mu(h)\ge p(h)-p(0)\), and setting \(x=2h\) gives \(h\,\mu(h)\le p(2h)-p(h)\). Therefore

\[
\frac{p(h)-p(0)}{h}\;\le\;\mu(h)\;\le\;\frac{p(2h)-p(h)}{h}.
\]

These bounds matter because they contain only values of the pressure. Pointwise convergence of pressures says nothing directly about their derivatives, but it does control both secants. In Lean the two inequalities come from Mathlib's comparison of slopes and derivatives for convex functions.

```lean
/-- In a positive field the magnetization lies between the slope of the pressure over `[0, h]`
and its slope over `[h, 2h]`. -/
theorem magnetization_between_secants {p μ : ℝ → ℝ} (hp : IsSymmetricPressure p μ)
    {h : ℝ} (hh : 0 < h) :
    (p h - p 0) / h ≤ μ h ∧ μ h ≤ (p (2 * h) - p h) / h := by
  constructor
  · have := hp.convex.slope_le_of_hasDerivAt (mem_univ 0) (mem_univ h) hh (hp.deriv h)
    rwa [slope_def_field, sub_zero] at this
  · have := hp.convex.le_slope_of_hasDerivAt (mem_univ h) (mem_univ (2 * h))
      (by linarith) (hp.deriv h)
    rwa [slope_def_field, show 2 * h - h = h by ring] at this
```

## Both secants tend to the right derivative

Let \(p\) now be any real function with right derivative \(m\) at zero. Write

\[
A(h)=\frac{p(h)-p(0)}{h},\qquad B(h)=\frac{p(2h)-p(h)}{h}.
\]

By definition \(A(h)\to m\) as \(h\downarrow0\). The second secant can be expressed through the first:

\[
B(h)=2\,\frac{p(2h)-p(0)}{2h}-\frac{p(h)-p(0)}{h}=2A(2h)-A(h)\;\longrightarrow\;2m-m=m .
\]

In the code, `HasDerivWithinAt p m (Ioi 0) 0` is the statement that \(p\) has right derivative \(m\) at zero, and `𝓝[>] 0` is the approach to zero through positive values. The auxiliary fact `hd` says that \(2h\) approaches zero from above when \(h\) does, which permits the substitution in \(A(2h)\). Neither convexity nor evenness is used.

```lean
/-- If `p` has right derivative `m` at zero field, its slopes over `[0, h]` and over `[h, 2h]`
both tend to `m` as `h` decreases to zero. -/
theorem secants_tendsto {p : ℝ → ℝ} {m : ℝ} (hm : HasDerivWithinAt p m (Ioi 0) 0) :
    Tendsto (fun h => (p h - p 0) / h) (𝓝[>] 0) (𝓝 m) ∧
    Tendsto (fun h => (p (2 * h) - p h) / h) (𝓝[>] 0) (𝓝 m) := by
  have hA : Tendsto (fun h => (p h - p 0) / h) (𝓝[>] 0) (𝓝 m) := by
    have h1 := (hasDerivWithinAt_iff_tendsto_slope' (by simp)).1 hm
    refine h1.congr fun h => ?_
    rw [slope_def_field, sub_zero]
  refine ⟨hA, ?_⟩
  -- doubling the field preserves the approach to zero from above
  have hd : Tendsto (fun h : ℝ => 2 * h) (𝓝[>] 0) (𝓝[>] 0) := by
    refine tendsto_nhdsWithin_iff.2 ⟨?_, ?_⟩
    · have hc : Continuous fun h : ℝ => 2 * h := by fun_prop
      have h0 := hc.tendsto 0
      rw [mul_zero] at h0
      exact h0.mono_left nhdsWithin_le_nhds
    · filter_upwards [self_mem_nhdsWithin] with h hh
      have hh' : 0 < h := hh
      exact mem_Ioi.2 (by linarith)
  have hB := ((hA.comp hd).const_mul 2).sub hA
  rw [show 2 * m - m = m by ring] at hB
  refine hB.congr' ?_
  filter_upwards [self_mem_nhdsWithin] with h hh
  have hne : h ≠ 0 := ne_of_gt hh
  simp only [Function.comp_apply]
  field_simp
  ring
```

## Field to zero at fixed size

For a single finite system, \(p'(0)=\mu(0)=0\), so the right derivative at zero is also 0. Both secants then tend to 0, and the magnetization between them must follow:

\[
\lim_{h\downarrow0}\mu(h)=0 .
\]

Removing the field before enlarging the system leaves no magnetization, whatever the size.

```lean
/-- At fixed system size the magnetization vanishes as the field decreases to zero. -/
theorem field_to_zero_first {p μ : ℝ → ℝ} (hp : IsSymmetricPressure p μ) :
    Tendsto μ (𝓝[>] 0) (𝓝 0) := by
  have h0 : μ 0 = 0 := by
    have := magnetization_odd hp 0
    rw [neg_zero] at this
    linarith
  have hd := hp.deriv 0
  rw [h0] at hd
  obtain ⟨hA, hB⟩ := secants_tendsto (hd.hasDerivWithinAt (s := Ioi 0))
  refine tendsto_of_tendsto_of_tendsto_of_le_of_le' hA hB ?_ ?_
  · filter_upwards [self_mem_nhdsWithin] with h hh
    exact (magnetization_between_secants hp hh).1
  · filter_upwards [self_mem_nhdsWithin] with h hh
    exact (magnetization_between_secants hp hh).2
```

## Size to infinity at fixed field

Consider a sequence of systems with pressures \(P_N\) and magnetizations \(M_N\), written `P N` and `M N`. The index \(N\) labels the sequence and need not equal the number of sites. Assume that \(P_N(h)\to p(h)\) for every \(h\), which is the existence of the thermodynamic limit of the pressure, and that \(p\) has right derivative \(m\) at zero.

Fix \(\varepsilon>0\). Since the secants \(A\) and \(B\) of the limiting pressure tend to \(m\), there is a \(\delta>0\) such that

\[
m-\varepsilon<A(h)\quad\text{and}\quad B(h)<m+\varepsilon\qquad\text{for all }0<h<\delta .
\]

Now hold one such \(h\) fixed. The finite-size secants involve the pressure at only three fields, \(0\), \(h\) and \(2h\), so

\[
A_N(h)=\frac{P_N(h)-P_N(0)}{h}\to A(h),\qquad
B_N(h)=\frac{P_N(2h)-P_N(h)}{h}\to B(h).
\]

The inequalities above are strict, so they pass to \(A_N(h)\) and \(B_N(h)\) for all large \(N\). Combined with the secant bounds, this gives

\[
m-\varepsilon<A_N(h)\le M_N(h)\le B_N(h)<m+\varepsilon .
\]

Since \(M_N(-h)=-M_N(h)\), the magnetization in the reversed field lies within \(\varepsilon\) of \(-m\) for the same \(N\).

The theorem states this together with \(M_N(0)=0\) for every \(N\). Its quantifiers carry the order of limits: \(\delta\) depends on \(\varepsilon\) but not on \(N\), while the size beyond which the estimate holds, hidden in `∀ᶠ N in atTop`, may depend on \(h\). In the proof, `hev` yields the window \(\delta\), `hAN` and `hBN` are the two limits at fixed field, and `filter_upwards` selects the sizes at which both strict inequalities hold.

```lean
/-- Every finite system has zero magnetization at zero field, yet in any sufficiently small
positive field the magnetization of all large systems is within `ε` of the right derivative `m`
of the limiting pressure; in the reversed field it is within `ε` of `-m`. -/
theorem spontaneous_order {P M : ℕ → ℝ → ℝ} {p : ℝ → ℝ} {m : ℝ}
    (hP : ∀ N, IsSymmetricPressure (P N) (M N))
    (hlim : ∀ h, Tendsto (fun N => P N h) atTop (𝓝 (p h)))
    (hm : HasDerivWithinAt p m (Ioi 0) 0) :
    (∀ N, M N 0 = 0) ∧
    ∀ ε > 0, ∃ δ > 0, ∀ h, 0 < h → h < δ →
      ∀ᶠ N in atTop, |M N h - m| < ε ∧ |M N (-h) - (-m)| < ε := by
  constructor
  · intro N
    have := magnetization_odd (hP N) 0
    rw [neg_zero] at this
    linarith
  intro ε hε
  obtain ⟨hA, hB⟩ := secants_tendsto hm
  -- the field window depends on the limiting pressure and `ε`, not on `N`
  have hev := (hA.eventually (lt_mem_nhds (show m - ε < m by linarith))).and
    (hB.eventually (gt_mem_nhds (show m < m + ε by linarith)))
  obtain ⟨δ, hδ, hsub⟩ := mem_nhdsGT_iff_exists_Ioo_subset.1 hev
  refine ⟨δ, hδ, fun h hh hhδ => ?_⟩
  obtain ⟨h1, h2⟩ := hsub ⟨hh, hhδ⟩
  -- at fixed field the finite-size secants converge to the limiting ones
  have hAN := ((hlim h).sub (hlim 0)).div_const h
  have hBN := ((hlim (2 * h)).sub (hlim h)).div_const h
  filter_upwards [hAN.eventually (lt_mem_nhds h1), hBN.eventually (gt_mem_nhds h2)]
    with N h3 h4
  obtain ⟨h5, h6⟩ := magnetization_between_secants (hP N) hh
  rw [magnetization_odd (hP N) h]
  constructor <;> rw [abs_lt] <;> constructor <;> linarith
```

The value \(m=0\) is allowed, and then the theorem describes a system without spontaneous order. Whether \(m\neq0\) for a given interacting model is a separate question, which depends on temperature, dimension and couplings. The theorem also gives no rate, so it does not say how large a system must be at a given field. For simulations of finite systems with exact spin-flip symmetry, it means that the equilibrium average of the magnetization at zero field vanishes with or without order, whereas a small fixed field followed by growing size approximates \(m\), provided that the pressures converge.

## A nonzero slope is a kink

The limit inherits the symmetry: \(p(-h)=\lim_N P_N(-h)=\lim_N P_N(h)=p(h)\). If \(p\) were differentiable at zero with derivative \(d\), evenness would give \(d=-d\), hence \(d=0\). The right derivative would then also be 0, and uniqueness of limits would force \(m=0\). So if \(m\neq0\), the limiting pressure is not differentiable at zero field, although every \(P_N\) is.

The Lean proof follows this argument, with `heven` for the inherited symmetry. It compares \(m\) with \(d\) by applying `secants_tendsto` to both and noting that the same secant cannot have two limits.

```lean
/-- If the right derivative `m` at zero field is nonzero, the limiting pressure is not
differentiable there. -/
theorem kink_of_spontaneous_order {P M : ℕ → ℝ → ℝ} {p : ℝ → ℝ} {m : ℝ}
    (hP : ∀ N, IsSymmetricPressure (P N) (M N))
    (hlim : ∀ h, Tendsto (fun N => P N h) atTop (𝓝 (p h)))
    (hm : HasDerivWithinAt p m (Ioi 0) 0) (hm0 : m ≠ 0) :
    ¬ DifferentiableAt ℝ p 0 := by
  intro hd
  -- the limit inherits the field-reversal symmetry
  have heven : ∀ h, p (-h) = p h := fun h =>
    tendsto_nhds_unique (hlim (-h)) ((hlim h).congr fun N => ((hP N).even h).symm)
  have h1 : HasDerivAt p (deriv p 0) (-0) := by
    rw [neg_zero]
    exact hd.hasDerivAt
  have h2 : HasDerivAt p (deriv p 0 * -1) 0 :=
    (h1.comp 0 (hasDerivAt_neg 0)).congr_of_eventuallyEq
      (Eventually.of_forall fun x => (heven x).symm)
  have h3 := hd.hasDerivAt.unique h2
  have h4 := tendsto_nhds_unique (secants_tendsto hm).1
    (secants_tendsto (hd.hasDerivAt.hasDerivWithinAt (s := Ioi 0))).1
  exact hm0 (by linarith)
```

## Spins locked together

A simple example with \(m\neq0\) consists of \(N+1\) Ising spins that are forced to point the same way. Only two configurations remain, all up and all down, so

\[
Z=e^{(N+1)h}+e^{-(N+1)h}=2\cosh((N+1)h),\qquad
P_N(h)=\frac{\log\bigl(2\cosh((N+1)h)\bigr)}{N+1}.
\]

The index starts at \(N=0\), which is a single free spin.

```lean
/-- The pressure of `N + 1` Ising spins locked together, in a field `h` in thermal units. -/
def lockedPressure (N : ℕ) (h : ℝ) : ℝ :=
  Real.log (2 * Real.cosh (((N : ℝ) + 1) * h)) / ((N : ℝ) + 1)
```

The chain rule gives the magnetization

\[
M_N(h)=\frac{1}{N+1}\cdot\frac{2(N+1)\sinh((N+1)h)}{2\cosh((N+1)h)}=\tanh((N+1)h).
\]

Evenness of the pressure is that of \(\cosh\). For convexity it suffices that the derivative increases with the field. With \(a\le b\), put \(u=(N+1)a\) and \(v=(N+1)b\). Then

\[
\tanh v-\tanh u=\frac{\sinh v\cosh u-\cosh v\sinh u}{\cosh u\cosh v}=\frac{\sinh(v-u)}{\cosh u\cosh v}\ge0 .
\]

The code clears the positive denominators and uses the same subtraction formula for \(\sinh\).

```lean
/-- Locked spins have a symmetric pressure with magnetization `tanh ((N + 1) h)`. -/
theorem lockedPressure_symmetric (N : ℕ) :
    IsSymmetricPressure (lockedPressure N) (fun h => Real.tanh (((N : ℝ) + 1) * h)) := by
  have hc : (0 : ℝ) < (N : ℝ) + 1 := by positivity
  have hder : ∀ h, HasDerivAt (lockedPressure N) (Real.tanh (((N : ℝ) + 1) * h)) h := by
    intro h
    have hpos := Real.cosh_pos (((N : ℝ) + 1) * h)
    have h1 : HasDerivAt (fun x : ℝ => ((N : ℝ) + 1) * x) ((N : ℝ) + 1) h := by
      simpa using (hasDerivAt_id' h).const_mul ((N : ℝ) + 1)
    have h2 : HasDerivAt (lockedPressure N) _ h :=
      ((h1.cosh.const_mul 2).log (by positivity)).div_const ((N : ℝ) + 1)
    refine h2.congr_deriv ?_
    rw [Real.tanh_eq_sinh_div_cosh]
    field_simp
  refine ⟨?_, fun h => ?_, hder⟩
  · -- convexity: the magnetization increases with the field
    refine Monotone.convexOn_univ_of_deriv (fun h => (hder h).differentiableAt) ?_
    intro a b hab
    rw [(hder a).deriv, (hder b).deriv, Real.tanh_eq_sinh_div_cosh,
      Real.tanh_eq_sinh_div_cosh, div_le_div_iff₀ (Real.cosh_pos _) (Real.cosh_pos _)]
    have h1 : 0 ≤ ((N : ℝ) + 1) * b - ((N : ℝ) + 1) * a := by nlinarith
    have h2 := Real.sinh_nonneg_iff.2 h1
    rw [Real.sinh_sub] at h2
    linarith
  · simp only [lockedPressure, mul_neg, Real.cosh_neg]
```

For the limit, let \(y=(N+1)|h|\ge0\). Because \(e^{-y}\le e^{y}\),

\[
e^{y}\le 2\cosh y=e^{y}+e^{-y}\le 2e^{y}.
\]

Taking logarithms and dividing by \(N+1\) gives

\[
|h|\le P_N(h)\le |h|+\frac{\log2}{N+1},
\]

so \(P_N(h)\to|h|\). For \(h>0\) the limit is simply \(h\), and its right derivative at zero is \(m=1\).

The last theorem states the symmetry of the pressures, their convergence and the value of the right derivative, which are exactly the hypotheses of `spontaneous_order` with \(m=1\). The two orders of limits can be read off from \(\tanh((N+1)h)\): at fixed \(N\) it tends to 0 as \(h\downarrow0\), and at fixed \(h>0\) it tends to 1 as \(N\to\infty\). The order here is built in by the rigid locking and does not emerge from a finite coupling between spins.

```lean
/-- The pressures of locked spins are symmetric, converge to `|h|`, and this limit has right
derivative `1` at zero field. -/
theorem spontaneous_order_witness :
    (∀ N : ℕ, IsSymmetricPressure (lockedPressure N)
      (fun h => Real.tanh (((N : ℝ) + 1) * h))) ∧
    (∀ h, Tendsto (fun N => lockedPressure N h) atTop (𝓝 |h|)) ∧
    HasDerivWithinAt (fun h : ℝ => |h|) 1 (Ioi 0) 0 := by
  refine ⟨lockedPressure_symmetric, fun h => ?_, ?_⟩
  · have hup : Tendsto (fun N : ℕ => |h| + Real.log 2 * (1 / ((N : ℝ) + 1))) atTop
        (𝓝 |h|) := by
      simpa using (tendsto_one_div_add_atTop_nhds_zero_nat (𝕜 := ℝ)).const_mul
        (Real.log 2) |>.const_add |h|
    -- squeeze between |h| and |h| + log 2 / (N + 1)
    have key : ∀ N : ℕ, |h| ≤ lockedPressure N h ∧
        lockedPressure N h ≤ |h| + Real.log 2 * (1 / ((N : ℝ) + 1)) := by
      intro N
      have hc : (0 : ℝ) < (N : ℝ) + 1 := by positivity
      have hy : 0 ≤ ((N : ℝ) + 1) * |h| := by positivity
      have hcosh : Real.cosh (((N : ℝ) + 1) * h) = Real.cosh (((N : ℝ) + 1) * |h|) := by
        rw [← Real.cosh_abs (((N : ℝ) + 1) * h), abs_mul, abs_of_pos hc]
      have hpos := Real.cosh_pos (((N : ℝ) + 1) * |h|)
      have hexp := Real.cosh_eq (((N : ℝ) + 1) * |h|)
      have he := Real.exp_pos (-(((N : ℝ) + 1) * |h|))
      have hle : Real.exp (-(((N : ℝ) + 1) * |h|)) ≤ Real.exp (((N : ℝ) + 1) * |h|) :=
        Real.exp_le_exp.2 (by linarith)
      unfold lockedPressure
      rw [hcosh]
      constructor
      · rw [le_div_iff₀ hc, Real.le_log_iff_exp_le (by positivity), mul_comm |h|]
        linarith
      · have h1 := Real.log_le_log hpos
          (show Real.cosh (((N : ℝ) + 1) * |h|) ≤ Real.exp (((N : ℝ) + 1) * |h|) by linarith)
        rw [Real.log_exp] at h1
        rw [div_le_iff₀ hc, Real.log_mul (by norm_num) hpos.ne']
        have h2 : (|h| + Real.log 2 * (1 / ((N : ℝ) + 1))) * ((N : ℝ) + 1)
            = ((N : ℝ) + 1) * |h| + Real.log 2 := by
          field_simp
        linarith
    exact tendsto_of_tendsto_of_tendsto_of_le_of_le tendsto_const_nhds hup
      (fun N => (key N).1) (fun N => (key N).2)
  · exact (hasDerivWithinAt_id (0 : ℝ) (Ioi 0)).congr
      (fun x hx => abs_of_pos hx) abs_zero

end

end SpontaneousOrder
```

```lean
#print axioms SpontaneousOrder.field_to_zero_first
-- 'SpontaneousOrder.field_to_zero_first' depends on axioms: [propext, Classical.choice, Quot.sound]
#print axioms SpontaneousOrder.spontaneous_order
-- 'SpontaneousOrder.spontaneous_order' depends on axioms: [propext, Classical.choice, Quot.sound]
#print axioms SpontaneousOrder.kink_of_spontaneous_order
-- 'SpontaneousOrder.kink_of_spontaneous_order' depends on axioms: [propext, Classical.choice, Quot.sound]
```
